# A finite SP2 schedule is determined by its occupation function on [0,1]

Suppose two different sequences of purification steps could turn every initial eigenvalue into the same final occupation. Two programs could then agree on the whole interval of eigenvalues and still have made different decisions along the way, and a composed function handed over without its log of steps would not say how it was built.

The setting is SP2, second-order spectral projection purification. It computes a density matrix from a Hamiltonian that has been shifted, scaled and reversed so that its eigenvalues lie in $[0,1]$, with low energies near 1. Each step replaces the current matrix $X$ by $X^2$, which lowers the trace, or by $2X-X^2$, which raises it, unless $X$ is already a projector and stays unchanged. The choice steers the trace towards the number of occupied states. Every eigenvalue $x$ follows the corresponding scalar map,

$$s(x)=x^2,\qquad r(x)=2x-x^2 .$$

The order of the steps matters: at $x=\tfrac12$, $s(r(x))=\tfrac9{16}$ but $r(s(x))=\tfrac7{16}$. The claim is that no two finite schedules coincide: if they give the same function on $[0,1]$, they are the same list of steps. For schedules of at most $N$ steps, agreement at more than $2^N$ distinct real points is already enough.

## Reading off the last step at x = 3

Write a schedule as a list $l$ whose first entry is the step applied last, and let $f_l$ be its composed function. The empty list gives $f_{[\,]}(x)=x$, and putting a step $a$ in front of $l$ gives $f_{a::l}(x)=a(f_l(x))$.

**Steps can be cancelled on $[0,1]$.** If $0\le x\le1$, then $x^2$ lies in $[0,1]$, and so does $2x-x^2=1-(1-x)^2$. By induction $f_l$ maps $[0,1]$ into itself. Each step is also injective there. For $u,v\in[0,1]$,

$$u^2-v^2=(u-v)(u+v),\qquad r(u)-r(v)=(u-v)(2-u-v).$$

If the first expression vanishes, either $u=v$ or $u+v=0$, which forces $u=v=0$. If the second vanishes, either $u=v$ or $u+v=2$, which forces $u=v=1$.

**Agreement extends to the real line.** The function $f_l$ is a polynomial. It starts as $x$, of degree 1, and each step at most doubles the degree, so $n$ steps give degree at most $2^n$. If $l$ and $m$ have at most $N$ steps, $f_l-f_m$ has degree at most $2^N$. With more than $2^N$ zeros it must be the zero polynomial. Agreement on $[0,1]$ supplies infinitely many zeros.

**The value at 3 identifies the last step.** No occupation equals 3, but the polynomials can be evaluated there. First, $|f_l(3)|\ge3$ for every schedule. This holds for the empty one. If $y=f_l(3)$ satisfies $|y|\ge3$, then $s(y)=y^2\ge9$. Also $r(y)=1-(y-1)^2$, which is at most $-3$ when $y\ge3$ and at most $-15$ when $y\le-3$. Either way the modulus stays at least 3. Hence

- the empty schedule gives exactly 3;
- a schedule ending in $s$ gives at least 9;
- a schedule ending in $r$ gives at most $-3$.

**Induction finishes the argument.** Let $f_l=f_m$ on $[0,1]$. Then $f_l(3)=f_m(3)$, so both schedules are empty or both end in the same step $a$. In the second case write $l=a::l'$ and $m=a::m'$. For $x\in[0,1]$ we have $a(f_{l'}(x))=a(f_{m'}(x))$ with both arguments in $[0,1]$, so $f_{l'}(x)=f_{m'}(x)$. The shorter lists are equal by induction, and therefore $l=m$.

For the sampling version, agreement at more than $2^N$ points first gives agreement everywhere, and the same argument applies. At $N=1$ the inequality must be strict: $s(x)=r(x)$ means $2x(x-1)=0$, so these two different schedules agree at exactly $2^1$ points.

## Schedules as lists, occupations as real functions

In Lean 4 with Mathlib:

```lean
import Mathlib

namespace SP2ScheduleRecovery

noncomputable section

/-- The two kinds of SP2 purification step: `square` lowers occupations strictly between 0 and 1,
`raise` raises them. -/
inductive Step where
  | square
  | raise
```

The type `Step` has one value for each branch of SP2, and `Step.apply` gives its scalar map.

```lean
/-- The action of a step on an occupation number: `x ↦ x²` or `x ↦ 2x - x²`. -/
def Step.apply : Step → ℝ → ℝ
  | .square, x => x ^ 2
  | .raise, x => 2 * x - x ^ 2
```

A schedule is any finite `List Step`; no trace criterion restricts the choices. The head is the step applied last, so a chronological log has to be reversed before it is compared with such a list. The name `occupation` covers the whole map $f_l$, including short schedules whose values are still far from 0 or 1.

```lean
/-- The composed occupation function of a schedule, written in the order of composition:
the head of the list is the step applied last. -/
def occupation : List Step → ℝ → ℝ
  | [], x => x
  | a :: l, x => a.apply (occupation l x)
```

The same recursion, carried out on polynomials, defines $p_l$, for which degrees are available.

```lean
/-- The polynomial obtained by composing the steps of a schedule. -/
def schedulePoly : List Step → Polynomial ℝ
  | [] => Polynomial.X
  | .square :: l => schedulePoly l ^ 2
  | .raise :: l => Polynomial.C 2 * schedulePoly l - schedulePoly l ^ 2
```

## Invariance and injectivity on the physical interval

`Set.Icc (0 : ℝ) 1` is the closed interval $[0,1]$. The induction splits on the kind of step, and `nlinarith` proves the resulting quadratic inequalities.

```lean
/-- Every schedule maps occupations in `[0,1]` to occupations in `[0,1]`. -/
theorem occupation_mem_Icc (l : List Step) {x : ℝ} (hx : x ∈ Set.Icc (0 : ℝ) 1) :
    occupation l x ∈ Set.Icc (0 : ℝ) 1 := by
  induction l with
  | nil => exact hx
  | cons a l ih =>
    obtain ⟨h0, h1⟩ := ih
    cases a <;> simp only [occupation, Step.apply] <;> constructor <;> nlinarith
```

`Set.InjOn` says that a function is injective on a set. The two `linear_combination` calls produce the factorisations above, and `mul_eq_zero` separates the two factors.

```lean
/-- On occupations in `[0,1]` a single step loses no information: equal outputs come from
equal inputs. -/
theorem step_injOn (a : Step) : Set.InjOn a.apply (Set.Icc (0 : ℝ) 1) := by
  rintro u ⟨hu0, hu1⟩ v ⟨hv0, hv1⟩ h
  cases a <;> simp only [Step.apply] at h
  · have h' : (u - v) * (u + v) = 0 := by linear_combination h
    rcases mul_eq_zero.mp h' with h' | h' <;> linarith
  · have h' : (u - v) * (2 - u - v) = 0 := by linear_combination h
    rcases mul_eq_zero.mp h' with h' | h' <;> linarith
```

## From finitely many samples to the whole real line

The next lemma identifies $p_l(x)$ with $f_l(x)$, so that facts about polynomials apply to occupations.

```lean
/-- The composed occupation function is the evaluation of the schedule polynomial. -/
theorem eval_schedulePoly (l : List Step) (x : ℝ) :
    (schedulePoly l).eval x = occupation l x := by
  induction l with
  | nil => simp [schedulePoly, occupation]
  | cons a l ih => cases a <;> simp [schedulePoly, occupation, Step.apply, ih]
```

The degree bound follows the doubling argument. Squaring at most doubles `natDegree`, multiplication by the constant 2 does not increase it, and a difference has at most the larger of the two degrees.

```lean
/-- A schedule of `n` steps has a polynomial of degree at most `2 ^ n`. -/
theorem natDegree_schedulePoly_le (l : List Step) :
    (schedulePoly l).natDegree ≤ 2 ^ l.length := by
  induction l with
  | nil => simp [schedulePoly]
  | cons a l ih =>
    have hsq : (schedulePoly l ^ 2).natDegree ≤ 2 * (schedulePoly l).natDegree :=
      Polynomial.natDegree_pow_le
    have hlin : (Polynomial.C 2 * schedulePoly l).natDegree ≤ (schedulePoly l).natDegree :=
      Polynomial.natDegree_C_mul_le 2 (schedulePoly l)
    rw [List.length_cons, pow_succ]
    cases a <;> simp only [schedulePoly]
    · omega
    · refine (Polynomial.natDegree_sub_le _ _).trans (max_le ?_ ?_) <;> omega
```

In the sampling lemma, `S` is a finite set of distinct real numbers, `S.card` is their number, and `max l.length m.length` is $N$. The points may lie outside $[0,1]$. The proof shows that $p_l-p_m$ has more zeros than its degree allows.

```lean
/-- Two schedules of at most `n` steps that agree at more than `2 ^ n` real points agree on
the whole real line. -/
theorem occupation_eq_of_samples (l m : List Step) (S : Finset ℝ)
    (hcard : 2 ^ max l.length m.length < S.card)
    (h : ∀ x ∈ S, occupation l x = occupation m x) (x : ℝ) :
    occupation l x = occupation m x := by
  have hl : (schedulePoly l).natDegree ≤ 2 ^ max l.length m.length :=
    (natDegree_schedulePoly_le l).trans
      (Nat.pow_le_pow_right (by norm_num) (le_max_left _ _))
  have hm : (schedulePoly m).natDegree ≤ 2 ^ max l.length m.length :=
    (natDegree_schedulePoly_le m).trans
      (Nat.pow_le_pow_right (by norm_num) (le_max_right _ _))
  -- the difference has more zeros than its degree allows
  have hzero : schedulePoly l - schedulePoly m = 0 := by
    apply Polynomial.eq_zero_of_natDegree_lt_card_of_eval_eq_zero' _ S
    · intro y hy
      rw [Polynomial.eval_sub, eval_schedulePoly, eval_schedulePoly, h y hy, sub_self]
    · exact ((Polynomial.natDegree_sub_le _ _).trans (max_le hl hm)).trans_lt hcard
  rw [← eval_schedulePoly, ← eval_schedulePoly, sub_eq_zero.mp hzero]
```

## The probe at 3

The first lemma is the bound $|f_l(3)|\ge3$. Its proof treats $y\ge3$ and $y\le-3$ separately through `le_abs`.

```lean
/-- Continued to the unphysical value `3`, every schedule gives a number of modulus at
least `3`. -/
theorem three_le_abs_probe (l : List Step) : 3 ≤ |occupation l 3| := by
  induction l with
  | nil => norm_num [occupation]
  | cons a l ih =>
    cases a <;> simp only [occupation, Step.apply]
    · refine le_abs.mpr (Or.inl ?_)
      rcases le_abs.mp ih with h | h <;> nlinarith
    · refine le_abs.mpr (Or.inr ?_)
      rcases le_abs.mp ih with h | h <;> nlinarith
```

The second applies one more step to that bound and obtains the two ranges that distinguish the branches.

```lean
/-- The value at `3` reveals the last step: it is at least `9` if the last step is `x ↦ x²`,
and at most `-3` if it is `x ↦ 2x - x²`. -/
theorem probe_last_step (l : List Step) :
    9 ≤ occupation (.square :: l) 3 ∧ occupation (.raise :: l) 3 ≤ -3 := by
  simp only [occupation, Step.apply]
  rcases le_abs.mp (three_le_abs_probe l) with h | h <;> constructor <;> nlinarith
```

## Recovering the whole list

The hypothesis `Set.EqOn (occupation l) (occupation m) (Set.Icc 0 1)` says that the two functions agree at every point of $[0,1]$. The conclusion `l = m` includes equal length and equal order.

The induction runs over `l` while `m` stays arbitrary, since removing the last step changes both lists. The local lemma `probe_eq` picks $2^N+1$ points from the interval and carries the agreement to 3. If one list is empty and the other is not, or if the last steps differ, the ranges at 3 contradict each other and `linarith` closes the case. If the last steps agree, `cancel` removes them by injectivity and calls the induction hypothesis.

```lean
/-- Two finite SP2 schedules that induce the same occupation function on `[0,1]` are
identical, step by step. -/
theorem schedule_unique (l m : List Step)
    (h : Set.EqOn (occupation l) (occupation m) (Set.Icc 0 1)) : l = m := by
  induction l generalizing m with
  | nil =>
    cases m with
    | nil => rfl
    | cons b m =>
      have h3 := probe_eq h
      have hp := probe_last_step m
      cases b
      · have h0 : occupation [] 3 = 3 := rfl
        linarith [hp.1]
      · have h0 : occupation [] 3 = 3 := rfl
        linarith [hp.2]
  | cons a l ih =>
    have h3 := probe_eq h
    have hl := probe_last_step l
    cases m with
    | nil =>
      have h0 : occupation [] 3 = 3 := rfl
      cases a
      · linarith [hl.1]
      · linarith [hl.2]
    | cons b m =>
      have hm := probe_last_step m
      -- equal last steps are cancelled by injectivity on `[0,1]`
      have cancel : a = b → a :: l = b :: m := by
        rintro rfl
        rw [ih m fun x hx => step_injOn a (occupation_mem_Icc l hx)
          (occupation_mem_Icc m hx) (h hx)]
      cases a <;> cases b
      · exact cancel rfl
      · linarith [hl.1, hm.2]
      · linarith [hl.2, hm.1]
      · exact cancel rfl
where
  /-- Agreement on `[0,1]` carries over to the value at `3`. -/
  probe_eq {l m : List Step}
      (h : Set.EqOn (occupation l) (occupation m) (Set.Icc 0 1)) :
      occupation l 3 = occupation m 3 := by
    obtain ⟨S, hS, hc⟩ := (Set.Icc_infinite (zero_lt_one (α := ℝ))).exists_subset_card_eq
      (2 ^ max l.length m.length + 1)
    exact occupation_eq_of_samples l m S (by omega) (fun x hx => h (hS hx)) 3
```

The sampling theorem combines this result with the extension to the real line.

```lean
/-- Finitely many samples identify a schedule: two schedules of at most `n` steps that agree
at more than `2 ^ n` real points are identical. -/
theorem schedule_unique_of_samples (l m : List Step) (S : Finset ℝ)
    (hcard : 2 ^ max l.length m.length < S.card)
    (h : ∀ x ∈ S, occupation l x = occupation m x) : l = m :=
  schedule_unique l m fun x _ => occupation_eq_of_samples l m S hcard h x
```

The last theorem records the one-step example: two sample points, agreement at both, and different lists. It shows that $2^N$ points do not suffice in general; it does not determine the smallest sufficient number for longer schedules.

```lean
/-- For one step, `2 ^ 1` samples are not enough: the two different one-step schedules agree
at the two points `0` and `1`. -/
theorem sample_bound_sharp :
    ({0, 1} : Finset ℝ).card = 2 ^ max [Step.square].length [Step.raise].length ∧
    (∀ x ∈ ({0, 1} : Finset ℝ), occupation [.square] x = occupation [.raise] x) ∧
    [Step.square] ≠ [Step.raise] := by
  refine ⟨(Finset.card_pair zero_ne_one).trans (by simp), ?_, by simp⟩
  intro x hx
  simp only [Finset.mem_insert, Finset.mem_singleton] at hx
  rcases hx with rfl | rfl <;> norm_num [occupation, Step.apply]

end

end SP2ScheduleRecovery
```

```lean
#print axioms SP2ScheduleRecovery.schedule_unique
-- 'SP2ScheduleRecovery.schedule_unique' depends on axioms: [propext, Classical.choice, Quot.sound]
#print axioms SP2ScheduleRecovery.schedule_unique_of_samples
-- 'SP2ScheduleRecovery.schedule_unique_of_samples' depends on axioms: [propext, Classical.choice, Quot.sound]
#print axioms SP2ScheduleRecovery.sample_bound_sharp
-- 'SP2ScheduleRecovery.sample_bound_sharp' depends on axioms: [propext, Classical.choice, Quot.sound]
```

## What changes for matrices

In linear-scaling electronic structure, the result means that comparing composed occupation functions is as strict as comparing step logs, for finite schedules of these two steps and real numbers without rounding. In floating point, two long schedules may both be so close to a step function that their difference is lost.

The passage from scalars to density matrices is a separate step: a polynomial in a symmetric matrix acts on each eigenvalue. The statement could have been modelled with matrices from the start, and its content would then depend on which matrices are compared. Agreement for all symmetric matrices with spectrum in $[0,1]$ includes the $1\times1$ case and so again forces equal schedules. Agreement for one fixed matrix tests only its eigenvalues, and can say very little: a projector, with eigenvalues 0 and 1 only, is left unchanged by every schedule.
